# The discretized Slater exchange integral G^k of a nonzero real density on distinct positive shells is strictly positive

Put densities f₁ and f₂ on two shells of radii 0 < r₁ < r₂; their monopole (k = 0) exchange integral is

f₁²/r₁ + 2 f₁f₂/r₂ + f₂²/r₂ = (f₁ + f₂)²/r₂ + (1/r₁ − 1/r₂) f₁²,

which is positive unless both densities vanish. The Lean file below carries this completion of squares to any finite number of shells and every multipole order k.

```lean
import Mathlib

open Finset

namespace SlaterExchangePositivity

noncomputable section

/-- The radial multipole kernel of order `k` between shells of positive radii `a` and `b`:
the smaller radius to the power `k` over the larger one to the power `k + 1`. -/
def slaterKernel (k : ℕ) (a b : ℝ) : ℝ := min a b ^ k / max a b ^ (k + 1)

/-- The discretized Slater exchange integral `G^k` of a transition density `f` on shells of
positive radii `r i`. -/
def exchangeG {ι : Type*} [Fintype ι] (k : ℕ) (r f : ι → ℝ) : ℝ :=
  ∑ i, ∑ j, f i * f j * slaterKernel k (r i) (r j)

/-- The order-`k` multipole potential that the density `f` produces on shell `i`, for shells of
positive radii. -/
def slaterPotential {ι : Type*} [Fintype ι] (k : ℕ) (r f : ι → ℝ) (i : ι) : ℝ :=
  ∑ j, slaterKernel k (r i) (r j) * f j

/-- For positive radii the multipole kernel is a product of one-shell factors times the minimum
of the inverse powers `a^-(2k+1)` and `b^-(2k+1)`. -/
theorem slaterKernel_factor (k : ℕ) {a b : ℝ} (ha : 0 < a) (hb : 0 < b) :
    slaterKernel k a b =
      a ^ k * b ^ k * min (a ^ (2 * k + 1))⁻¹ (b ^ (2 * k + 1))⁻¹ := by
  rcases le_total a b with hab | hab
  · have h : (b ^ (2 * k + 1))⁻¹ ≤ (a ^ (2 * k + 1))⁻¹ :=
      inv_anti₀ (by positivity) (pow_le_pow_left₀ ha.le hab _)
    rw [slaterKernel, min_eq_left hab, max_eq_right hab, min_eq_right h,
      ← div_eq_mul_inv, div_eq_div_iff (by positivity) (by positivity)]
    ring
  · have h : (a ^ (2 * k + 1))⁻¹ ≤ (b ^ (2 * k + 1))⁻¹ :=
      inv_anti₀ (by positivity) (pow_le_pow_left₀ hb.le hab _)
    rw [slaterKernel, min_eq_right hab, max_eq_left hab, min_eq_left h,
      ← div_eq_mul_inv, div_eq_div_iff (by positivity) (by positivity)]
    ring

/-- Peeling off the shell `a` with the smallest parameter `s a` splits the interaction sum into
a multiple of the squared total density and an interaction sum over the remaining shells. -/
theorem shell_peel {ι : Type*} [DecidableEq ι] (s x : ι → ℝ) (c : ℝ) {a : ι} {S : Finset ι}
    (ha : a ∉ S) (hmin : ∀ i ∈ S, s a ≤ s i) :
    ∑ i ∈ insert a S, ∑ j ∈ insert a S, x i * x j * (min (s i) (s j) - c) =
      (s a - c) * (∑ i ∈ insert a S, x i) ^ 2 +
        ∑ i ∈ S, ∑ j ∈ S, x i * x j * (min (s i) (s j) - s a) := by
  have row : ∀ j ∈ insert a S, min (s a) (s j) = s a := by
    intro j hj
    rcases Finset.mem_insert.1 hj with rfl | hj
    · exact min_self _
    · exact min_eq_left (hmin j hj)
  -- measured from the level `s a`, the peeled shell no longer interacts
  have h : ∑ i ∈ insert a S, ∑ j ∈ insert a S, x i * x j * (min (s i) (s j) - s a) =
      ∑ i ∈ S, ∑ j ∈ S, x i * x j * (min (s i) (s j) - s a) := by
    have h0 : ∑ j ∈ insert a S, x a * x j * (min (s a) (s j) - s a) = 0 :=
      Finset.sum_eq_zero fun j hj => by rw [row j hj]; ring
    rw [Finset.sum_insert ha, h0, zero_add]
    refine Finset.sum_congr rfl fun i hi => ?_
    rw [Finset.sum_insert ha, min_comm (s i) (s a), row i (Finset.mem_insert_of_mem hi),
      sub_self, mul_zero, zero_add]
  calc _ = ∑ i ∈ insert a S, ∑ j ∈ insert a S,
        ((s a - c) * (x i * x j) + x i * x j * (min (s i) (s j) - s a)) :=
        Finset.sum_congr rfl fun i _ => Finset.sum_congr rfl fun j _ => by ring
    _ = _ := by
        rw [sq, Finset.sum_mul_sum, ← h]
        simp only [Finset.sum_add_distrib, Finset.mul_sum]

/-- For distinct shell parameters above a level `c`, the interaction sum with kernel
`min (s i) (s j) - c` is strictly positive once some shell carries density. -/
theorem shell_sum_pos {ι : Type*} (s x : ι → ℝ) (hs : Function.Injective s) (S : Finset ι) :
    ∀ c : ℝ, (∀ i ∈ S, c < s i) → (∃ i ∈ S, x i ≠ 0) →
      0 < ∑ i ∈ S, ∑ j ∈ S, x i * x j * (min (s i) (s j) - c) := by
  classical
  refine Finset.induction_on_min_value s S ?_ ?_
  · rintro c - ⟨i, hi, -⟩
    exact absurd hi (Finset.notMem_empty i)
  · intro a S ha hmin ih c hc hx
    rw [shell_peel s x c ha hmin]
    have hac : 0 < s a - c := sub_pos.2 (hc a (Finset.mem_insert_self a S))
    by_cases h : ∃ i ∈ S, x i ≠ 0
    · -- the remaining shells already give a positive sum
      have h1 := ih (s a) (fun i hi => lt_of_le_of_ne (hmin i hi)
        (fun e => ha (by rw [hs e]; exact hi))) h
      have h2 := mul_nonneg hac.le (sq_nonneg (∑ i ∈ insert a S, x i))
      linarith
    · -- only the peeled shell carries density
      have h0 : ∀ i ∈ S, x i = 0 := fun i hi => by_contra fun hne => h ⟨i, hi, hne⟩
      have hxa : x a ≠ 0 := by
        obtain ⟨i, hi, hne⟩ := hx
        rcases Finset.mem_insert.1 hi with rfl | hi'
        · exact hne
        · exact absurd (h0 i hi') hne
      have hsum : ∑ i ∈ insert a S, x i = x a := by
        rw [Finset.sum_insert ha, Finset.sum_eq_zero h0, add_zero]
      have hz : ∑ i ∈ S, ∑ j ∈ S, x i * x j * (min (s i) (s j) - s a) = 0 :=
        Finset.sum_eq_zero fun i hi => Finset.sum_eq_zero fun j _ => by rw [h0 i hi]; ring
      rw [hsum, hz, add_zero]
      exact mul_pos hac (by positivity)

variable {ι : Type*} [Fintype ι]

/-- The discretized Slater exchange integral `G^k` of a nonzero transition density on shells of
distinct positive radii is strictly positive. -/
theorem exchangeG_pos (k : ℕ) {r f : ι → ℝ} (hr : ∀ i, 0 < r i)
    (hinj : Function.Injective r) (hf : f ≠ 0) : 0 < exchangeG k r f := by
  have hs : Function.Injective fun i => (r i ^ (2 * k + 1))⁻¹ := by
    intro i j h
    have h' : r i ^ (2 * k + 1) = r j ^ (2 * k + 1) := inv_injective h
    exact hinj ((pow_left_inj₀ (hr i).le (hr j).le (by omega)).1 h')
  obtain ⟨i₀, hi₀⟩ := Function.ne_iff.1 hf
  -- the density is rescaled by `r i ^ k` to reach the minimum kernel
  have h := shell_sum_pos (fun i => (r i ^ (2 * k + 1))⁻¹) (fun i => r i ^ k * f i) hs
    Finset.univ 0 (fun i _ => inv_pos.2 (pow_pos (hr i) _))
    ⟨i₀, Finset.mem_univ _, mul_ne_zero (pow_pos (hr i₀) k).ne' hi₀⟩
  unfold exchangeG
  refine lt_of_lt_of_eq h
    (Finset.sum_congr rfl fun i _ => Finset.sum_congr rfl fun j _ => ?_)
  rw [slaterKernel_factor k (hr i) (hr j)]
  ring

/-- The exchange integral is the transition density summed against its own multipole
potential. -/
theorem exchangeG_eq_sum_potential (k : ℕ) (r f : ι → ℝ) :
    exchangeG k r f = ∑ i, f i * slaterPotential k r f i := by
  unfold exchangeG slaterPotential
  refine Finset.sum_congr rfl fun i _ => ?_
  rw [Finset.mul_sum]
  exact Finset.sum_congr rfl fun j _ => by ring

/-- For positive radii, `G^k` is strictly positive for every nonzero transition density exactly
when no two shells have the same radius. -/
theorem exchangeG_pos_iff_distinct (k : ℕ) {r : ι → ℝ} (hr : ∀ i, 0 < r i) :
    (∀ f : ι → ℝ, f ≠ 0 → 0 < exchangeG k r f) ↔ Function.Injective r := by
  classical
  refine ⟨fun hpos a b hab => ?_, fun hinj f hf => exchangeG_pos k hr hinj hf⟩
  by_contra hne
  -- opposite unit densities on coincident shells produce no potential
  let f : ι → ℝ := fun j => (if j = a then 1 else 0) - (if j = b then 1 else 0)
  have hf : f ≠ 0 := by
    intro h0
    have h1 := congrFun h0 a
    simp [f, hne] at h1
  have hV : ∀ i, slaterPotential k r f i = 0 := by
    intro i
    simp [slaterPotential, f, mul_sub, Finset.sum_sub_distrib, hab]
  have hG := hpos f hf
  rw [exchangeG_eq_sum_potential] at hG
  simp [hV] at hG

/-- On shells of distinct positive radii, two densities with the same order-`k` multipole
potential on every shell are equal. -/
theorem density_unique_of_potential (k : ℕ) {r f g : ι → ℝ} (hr : ∀ i, 0 < r i)
    (hinj : Function.Injective r) (h : slaterPotential k r f = slaterPotential k r g) :
    f = g := by
  by_contra hne
  have hV : ∀ i, slaterPotential k r (f - g) i = 0 := by
    intro i
    have hi := congrFun h i
    simp only [slaterPotential] at hi ⊢
    simp only [Pi.sub_apply, mul_sub, Finset.sum_sub_distrib]
    linarith
  have hG := exchangeG_pos k hr hinj (sub_ne_zero.2 hne)
  rw [exchangeG_eq_sum_potential] at hG
  simp [hV] at hG

/-- For core and valence radial orbitals `P` and `Q` on a grid of distinct positive radii with
quadrature weights `w`, `G^k` is strictly positive if at one grid point the weight and both
orbitals are nonzero. -/
theorem exchangeG_orbitals_pos (k : ℕ) {r w P Q : ι → ℝ} (hr : ∀ i, 0 < r i)
    (hinj : Function.Injective r) {i : ι} (hw : w i ≠ 0) (hP : P i ≠ 0) (hQ : Q i ≠ 0) :
    0 < exchangeG k r (fun j => w j * P j * Q j) :=
  exchangeG_pos k hr hinj fun h0 => mul_ne_zero (mul_ne_zero hw hP) hQ (congrFun h0 i)

end

end SlaterExchangePositivity
```

```lean
#print axioms SlaterExchangePositivity.exchangeG_pos
#print axioms SlaterExchangePositivity.exchangeG_pos_iff_distinct
#print axioms SlaterExchangePositivity.density_unique_of_potential
#print axioms SlaterExchangePositivity.exchangeG_orbitals_pos
```

```
'SlaterExchangePositivity.exchangeG_pos' depends on axioms: [propext, Classical.choice, Quot.sound]
'SlaterExchangePositivity.exchangeG_pos_iff_distinct' depends on axioms: [propext, Classical.choice, Quot.sound]
'SlaterExchangePositivity.density_unique_of_potential' depends on axioms: [propext, Classical.choice, Quot.sound]
'SlaterExchangePositivity.exchangeG_orbitals_pos' depends on axioms: [propext, Classical.choice, Quot.sound]
```

## Shells, densities and the multipole kernel

The Coulomb repulsion between two electrons, expanded in multipoles, has the radial factor

K(a, b) = min(a, b)^k / max(a, b)^(k+1)

at order k, where a and b are the two distances from the nucleus. This is `slaterKernel`, with the Coulomb prefactor set to 1 as in atomic units. The shells are the elements of a finite type `ι`, with radii `r i` and real densities `f i`. Then `exchangeG k r f` is

G^k = Σ_i Σ_j f_i f_j K(r_i, r_j).

The diagonal terms are included, and each equals f_i²/r_i.

For a core orbital P and a valence orbital Q, both taken as radial functions already multiplied by r, the transition density is the product PQ. On a quadrature grid with weights w it becomes f_j = w_j P_j Q_j, the density used in `exchangeG_orbitals_pos`. Such a product can change sign, so individual terms of the double sum can be negative and the sign of G^k can't be read off term by term.

In multiplet models of X-ray absorption near-edge spectra (XANES), core–valence G^k integrals enter the exchange splittings. By the theorem stated in the next section, for real orbitals on a finite grid of distinct positive radii, with this product quadrature, a negative computed value points to an error in the code or to rounding.

## What is proved about G^k

The main theorem, `exchangeG_pos`, has three hypotheses: every radius is positive, no two shells share a radius (`Function.Injective r`), and the density is not identically zero (`f ≠ 0`). It concludes that G^k > 0. With a single shell this reads f²/r > 0.

Three further results follow:

- `exchangeG_pos_iff_distinct` says that, for positive radii, G^k is positive for every nonzero density exactly when the radii are distinct.
- `density_unique_of_potential` concerns the multipole potential V_i = Σ_j K(r_i, r_j) f_j, called `slaterPotential`. On distinct positive shells, two densities with the same potential on every shell are equal.
- `exchangeG_orbitals_pos` says that, on a grid of distinct positive radii, G^k > 0 as soon as the weight and both orbitals are nonzero at one common grid point. The weights may have either sign.

A grid point at the origin has to be left out, which loses nothing for orbitals that vanish there. The theorems concern finite sums, not the continuum integral; a limit of positive sums is by itself only known to be non-negative. Complex orbitals, angular coefficients and screening of the interaction are not modelled.

## From the multipole kernel to a minimum

Suppose a ≤ b. Then

K(a, b) = a^k / b^(k+1) = a^k b^k · b^−(2k+1),

and b^−(2k+1) is the smaller of the two inverse powers. The case b ≤ a is the same with the names exchanged, so in general

K(a, b) = a^k b^k min(a^−(2k+1), b^−(2k+1)).

`slaterKernel_factor` proves this with the same two cases. In each, `inv_anti₀` reverses the order of the inverse powers, and clearing denominators leaves an identity for `ring`.

Now set s_i = r_i^−(2k+1) and x_i = r_i^k f_i. The exchange integral becomes

G^k = Σ_i Σ_j x_i x_j min(s_i, s_j).

The s_i are positive and distinct, and the outermost shell has the smallest one.

## Peeling off the outermost shell

From here on, a labels a shell: the one with the smallest s. Let S be the set of remaining shells, and let c be a reference level below all the s_i, initially 0. Split the kernel as

min(s_i, s_j) − c = (s_a − c) + (min(s_i, s_j) − s_a).

Multiply by x_i x_j and sum over all shells in S ∪ {a}. The first part gives (s_a − c)(Σ_i x_i)². The second part vanishes whenever i or j is a, because the minimum is then s_a, so only pairs in S survive:

Σ_{i,j ∈ S∪{a}} x_i x_j (min(s_i, s_j) − c) = (s_a − c)(Σ_{i ∈ S∪{a}} x_i)² + Σ_{i,j ∈ S} x_i x_j (min(s_i, s_j) − s_a).

This is `shell_peel`. Its step `row` records that the minimum with s_a is s_a, `h` removes the peeled row and column, and the final `calc` performs the split.

For k = 0 and c = 0 the first term on the right is (Σ_i f_i)²/r_a, which has a direct electrostatic reading: it is twice the field energy outside the outermost shell, where only the total charge matters.

The last sum has the same form as the one we started from, with fewer shells and the level raised from c to s_a. Repeating the step, with shells numbered outwards as r₁ < … < r_n and with s_{n+1} = 0, gives

G^k = Σ_{m=1}^{n} (s_m − s_{m+1})(x₁ + … + x_m)².

Every coefficient is positive. If G^k were zero, all the partial sums would vanish, hence every x_m and every f_m.

## The induction in Lean

The file keeps the recursion instead of the written-out sum. `shell_sum_pos` uses `Finset.induction_on_min_value`, which adds at each step a shell whose s is no larger than those already present. The statement is made for all levels c because the induction hypothesis is needed at the new level s_a.

With no shells, none can carry density, so the assumption fails. Otherwise there are two cases:

- If some shell in S carries density, the remaining sum is positive by induction and the square term is non-negative. Distinctness enters here: it turns s_a ≤ s_i into s_a < s_i, as the induction hypothesis requires.
- If only shell a carries density, the remaining sum is zero and the square term is (s_a − c) x_a² > 0.

`exchangeG_pos` applies this to all shells with c = 0. It first checks that distinct positive radii give distinct s_i and that a nonzero f_i gives a nonzero x_i, then matches the two double sums term by term using the factorised kernel.

## When two shells merge

Take two shells with k = 0, f₁ = 1 and f₂ = −1. The opening identity gives

G^0 = 1/r₁ − 1/r₂,

which is positive but tends to zero as r₁ approaches r₂. At coincidence the densities cancel.

The converse half of `exchangeG_pos_iff_distinct` uses this density for every k. If different shells a and b have the same radius, put 1 on a, −1 on b and 0 elsewhere. Then

V_i = K(r_i, r_a) − K(r_i, r_b) = 0

on every shell. By `exchangeG_eq_sum_potential`, G^k = Σ_i f_i V_i, so G^k = 0 for a nonzero density, and positivity for all nonzero densities fails.

The same identity proves that the potential fixes the density. If f and g have equal potentials, linearity gives f − g zero potential, and hence zero exchange integral. On distinct positive shells the main theorem then forces f − g = 0.

For the orbital version, a grid point where w, P and Q are all nonzero makes the density wPQ nonzero there, and `exchangeG_pos` applies directly.
